# Dropping the double commutator raises the one-particle ground energy on a ring for any nonconstant correlation function

A ring of circumference L > 0 is represented here by the real line with functions of period L, and a ground state by a positive solution of the eigenvalue equation. In atomic units, the Hamiltonian for a potential V is

H f = -f''/2 + V f.

The correlation function τ enters through the factor e^τ, and [A,τ]f = A(τf) - τ A f for an operator A. Let τ, φ and ψ be periodic and twice continuously differentiable, with φ and ψ positive and τ nonconstant. If

Hψ = E₀ψ and (H + [H,τ])φ = Eφ,

then E > E₀. The error is half a weighted mean of τ'²:

E - E₀ = ½ ∫ τ'² e^τ φψ dx / ∫ e^τ φψ dx, over one period.

## The sign of a truncation error in transcorrelated codes

A transcorrelated code works with e^(-τ) H e^τ and may simplify its double commutator. For one particle on a ring, omitting that term entirely shifts the ground energy upwards. With many electrons, omitting only the three-body part is a different truncation, and this result does not fix the sign of its error.

## From the product rule to the energy shift

The potential cancels in the first commutator:

[H,τ]f = -(τf)''/2 + τf''/2 = -τ'f' - τ''f/2.

Applying the commutator again gives

[[H,τ],τ]f = -τ'(τf)' + ττ'f' = -τ'²f.

Since (e^τ f)'' = e^τ(f'' + 2τ'f' + τ''f + τ'²f), the expansion stops there:

H(e^τ f) = e^τ(H + [H,τ] + ½[[H,τ],τ])f.

Now put χ = e^τ φ. The two eigenvalue equations become

χ'' = 2(V - E)χ + τ'²χ and ψ'' = 2(V - E₀)ψ.

The Wronskian W = χψ' - χ'ψ therefore satisfies

W' = χψ'' - χ''ψ = 2(E - E₀)χψ - τ'²χψ.

W is periodic, so W' integrates to zero over a period, which gives

(E - E₀) ∫ χψ dx = ½ ∫ τ'²χψ dx.

Because τ is nonconstant, τ'(c) ≠ 0 at some c. Over the period starting at c, both integrands are continuous, nonnegative and positive at c. Both integrals are positive, hence E > E₀.

The factor e^τ in the Wronskian is what leaves only the term in τ'², whose sign is known. With φ in place of χ, the derivative contains (2τ'φ' + τ''φ)ψ, which has no fixed sign.

## An example with E₀ = 0 and E = 1

Take L = 2π, ψ = e^(2 cos x), φ = 1 and

τ = 2 cos x + ½ cos 2x, V = 2 sin²x - cos x.

Then ψ''/2 = (2 sin²x - cos x)ψ = Vψ, so E₀ = 0. Since φ is constant, the truncated equation reads

-τ''/2 + V = cos x + cos 2x + 2 sin²x - cos x = 1,

so E = 1. The weighted mean of τ'² is therefore 2.

## The Lean file

```lean
import Mathlib

open Real

namespace DroppedDoubleCommutator

noncomputable section

/-- The one-particle Hamiltonian `H f = -f''/2 + V f` in atomic units. -/
def hamiltonian (V f : ℝ → ℝ) (x : ℝ) : ℝ := -(deriv (deriv f) x) / 2 + V x * f x

/-- The commutator `[A, τ]` of an operator `A` with multiplication by `τ`, applied to `f`. -/
def commutator (A : (ℝ → ℝ) → ℝ → ℝ) (τ f : ℝ → ℝ) (x : ℝ) : ℝ :=
  A (fun y => τ y * f y) x - τ x * A f x

/-- The transcorrelated Hamiltonian cut after the first commutator, `H + [H, τ]`. -/
def truncated (V τ f : ℝ → ℝ) (x : ℝ) : ℝ :=
  hamiltonian V f x + commutator (hamiltonian V) τ f x

/-- A twice continuously differentiable function has a first and a second derivative
at every point. -/
theorem hasDerivAt_twice {f : ℝ → ℝ} (hf : ContDiff ℝ 2 f) :
    (∀ x, HasDerivAt f (deriv f x) x) ∧
      ∀ x, HasDerivAt (deriv f) (deriv (deriv f) x) x := by
  have h : ContDiff ℝ (1 + 1) f := by
    rw [one_add_one_eq_two]
    exact hf
  have h' := contDiff_succ_iff_deriv.1 h
  exact ⟨fun x => (h'.1 x).hasDerivAt,
    fun x => (h'.2.2.differentiable (by norm_num) x).hasDerivAt⟩

/-- The second derivative of a product of two twice continuously differentiable functions. -/
theorem second_deriv_mul {f g : ℝ → ℝ} (hf : ContDiff ℝ 2 f) (hg : ContDiff ℝ 2 g) (x : ℝ) :
    deriv (deriv (fun y => f y * g y)) x =
      deriv (deriv f) x * g x + 2 * deriv f x * deriv g x + f x * deriv (deriv g) x := by
  obtain ⟨f1, f2⟩ := hasDerivAt_twice hf
  obtain ⟨g1, g2⟩ := hasDerivAt_twice hg
  have h : deriv (fun y => f y * g y) = fun y => deriv f y * g y + f y * deriv g y :=
    funext fun y => ((f1 y).fun_mul (g1 y)).deriv
  rw [h]
  refine (((f2 x).fun_mul (g1 x)).fun_add ((f1 x).fun_mul (g2 x))).deriv.trans ?_
  ring

/-- If `w` has first derivative `w₁` and second derivative `w₂`, the second derivative of
`exp w` is `(w₂ + w₁²) exp w`. -/
theorem second_deriv_exp {w w₁ w₂ : ℝ → ℝ} (h1 : ∀ x, HasDerivAt w (w₁ x) x)
    (h2 : ∀ x, HasDerivAt w₁ (w₂ x) x) (x : ℝ) :
    deriv (deriv (fun y => exp (w y))) x = (w₂ x + w₁ x ^ 2) * exp (w x) := by
  have h : deriv (fun y => exp (w y)) = fun y => exp (w y) * w₁ y :=
    funext fun y => (h1 y).exp.deriv
  rw [h]
  refine ((h1 x).exp.fun_mul (h2 x)).deriv.trans ?_
  ring

/-- For twice continuously differentiable `τ` and `f`, the first commutator is
`[H, τ] f = -τ' f' - τ'' f / 2`. -/
theorem commutator_eq (V : ℝ → ℝ) {τ f : ℝ → ℝ} (hτ : ContDiff ℝ 2 τ)
    (hf : ContDiff ℝ 2 f) (x : ℝ) :
    commutator (hamiltonian V) τ f x =
      -(deriv τ x * deriv f x) - deriv (deriv τ) x * f x / 2 := by
  simp only [commutator, hamiltonian]
  rw [second_deriv_mul hτ hf]
  ring

/-- For twice continuously differentiable `τ` and `f`, the double commutator is
multiplication by `-τ'²`. -/
theorem double_commutator_eq (V : ℝ → ℝ) {τ f : ℝ → ℝ} (hτ : ContDiff ℝ 2 τ)
    (hf : ContDiff ℝ 2 f) (x : ℝ) :
    commutator (commutator (hamiltonian V) τ) τ f x = -(deriv τ x) ^ 2 * f x := by
  have hτf : ContDiff ℝ 2 (fun y => τ y * f y) := hτ.mul hf
  change commutator (hamiltonian V) τ (fun y => τ y * f y) x
    - τ x * commutator (hamiltonian V) τ f x = _
  rw [commutator_eq V hτ hτf, commutator_eq V hτ hf,
    (((hasDerivAt_twice hτ).1 x).fun_mul ((hasDerivAt_twice hf).1 x)).deriv]
  ring

/-- For twice continuously differentiable `τ` and `f`, the expansion of the transcorrelated
Hamiltonian ends exactly at the double commutator:
`H (e^τ f) = e^τ (H + [H, τ] + [[H, τ], τ] / 2) f`. -/
theorem transcorrelated_expansion (V : ℝ → ℝ) {τ f : ℝ → ℝ} (hτ : ContDiff ℝ 2 τ)
    (hf : ContDiff ℝ 2 f) (x : ℝ) :
    hamiltonian V (fun y => exp (τ y) * f y) x =
      exp (τ x) * (truncated V τ f x
        + commutator (commutator (hamiltonian V) τ) τ f x / 2) := by
  obtain ⟨t1, t2⟩ := hasDerivAt_twice hτ
  have he : ContDiff ℝ 2 (fun y => exp (τ y)) := hτ.exp
  rw [double_commutator_eq V hτ hf, truncated, commutator_eq V hτ hf]
  simp only [hamiltonian]
  rw [second_deriv_mul he hf, second_deriv_exp t1 t2, (t1 x).exp.deriv]
  ring

/-- Let `τ`, `φ`, `ψ` be twice continuously differentiable with period `L`. If `H ψ = E₀ ψ` and
`(H + [H, τ]) φ = E φ`, then `(E - E₀) ∫ e^τ φ ψ = ½ ∫ τ'² e^τ φ ψ` over any one period. -/
theorem energy_shift {V τ φ ψ : ℝ → ℝ} {L E E₀ : ℝ}
    (hτ : ContDiff ℝ 2 τ) (hφ : ContDiff ℝ 2 φ) (hψ : ContDiff ℝ 2 ψ)
    (pτ : Function.Periodic τ L) (pφ : Function.Periodic φ L) (pψ : Function.Periodic ψ L)
    (h₀ : ∀ x, hamiltonian V ψ x = E₀ * ψ x) (h : ∀ x, truncated V τ φ x = E * φ x) (a : ℝ) :
    (E - E₀) * ∫ x in a..(a + L), exp (τ x) * φ x * ψ x =
      1 / 2 * ∫ x in a..(a + L), (deriv τ x) ^ 2 * (exp (τ x) * φ x * ψ x) := by
  obtain ⟨t1, t2⟩ := hasDerivAt_twice hτ
  obtain ⟨p1, p2⟩ := hasDerivAt_twice hφ
  obtain ⟨s1, s2⟩ := hasDerivAt_twice hψ
  have hd : ∀ f : ℝ → ℝ, Function.Periodic f L → deriv f (a + L) = deriv f a := by
    intro f hf
    have e : (fun y => f (y + L)) = f := funext hf
    calc deriv f (a + L) = deriv (fun y => f (y + L)) a := (deriv_comp_add_const ..).symm
      _ = deriv f a := by rw [e]
  -- the Wronskian of `e^τ φ` and `ψ`; the potential drops out of its derivative
  have hW : ∀ x, HasDerivAt
      (fun y => exp (τ y) * (φ y * deriv ψ y - (deriv φ y + deriv τ y * φ y) * ψ y))
      (2 * (E - E₀) * (exp (τ x) * φ x * ψ x)
        - (deriv τ x) ^ 2 * (exp (τ x) * φ x * ψ x)) x := by
    intro x
    have e0 := h₀ x
    have e1 := h x
    rw [truncated, commutator_eq V hτ hφ, hamiltonian] at e1
    rw [hamiltonian] at e0
    refine HasDerivAt.congr_deriv ((t1 x).exp.fun_mul (((p1 x).fun_mul (s2 x)).fun_sub
      (((p2 x).fun_add ((t2 x).fun_mul (p1 x))).fun_mul (s1 x)))) ?_
    linear_combination exp (τ x) * (2 * ψ x * e1 - 2 * φ x * e0)
  have cg : Continuous fun x => exp (τ x) * φ x * ψ x :=
    (hτ.continuous.rexp.mul hφ.continuous).mul hψ.continuous
  have ct : Continuous (deriv τ) := continuous_iff_continuousAt.2 fun x => (t2 x).continuousAt
  have c1 : Continuous fun x => 2 * (E - E₀) * (exp (τ x) * φ x * ψ x) :=
    continuous_const.mul cg
  have c2 : Continuous fun x => (deriv τ x) ^ 2 * (exp (τ x) * φ x * ψ x) :=
    (ct.pow 2).mul cg
  have key := intervalIntegral.integral_eq_sub_of_hasDerivAt (a := a) (b := a + L)
    (fun x _ => hW x) ((c1.sub c2).intervalIntegrable _ _)
  rw [intervalIntegral.integral_sub (c1.intervalIntegrable _ _) (c2.intervalIntegrable _ _),
    intervalIntegral.integral_const_mul, hd τ pτ, hd φ pφ, hd ψ pψ, pτ a, pφ a, pψ a] at key
  linarith

/-- Let `τ`, `φ`, `ψ` be twice continuously differentiable with period `L > 0`, `φ` and `ψ` positive
and `τ` nonconstant. If `H ψ = E₀ ψ` and `(H + [H, τ]) φ = E φ`, then `E₀ < E`. -/
theorem ground_energy_lt {V τ φ ψ : ℝ → ℝ} {L E E₀ : ℝ} (hL : 0 < L)
    (hτ : ContDiff ℝ 2 τ) (hφ : ContDiff ℝ 2 φ) (hψ : ContDiff ℝ 2 ψ)
    (pτ : Function.Periodic τ L) (pφ : Function.Periodic φ L) (pψ : Function.Periodic ψ L)
    (φpos : ∀ x, 0 < φ x) (ψpos : ∀ x, 0 < ψ x) (hne : ∃ x y, τ x ≠ τ y)
    (h₀ : ∀ x, hamiltonian V ψ x = E₀ * ψ x) (h : ∀ x, truncated V τ φ x = E * φ x) :
    E₀ < E := by
  obtain ⟨t1, t2⟩ := hasDerivAt_twice hτ
  -- start the period at a point where `τ' ≠ 0`
  obtain ⟨c, hc⟩ : ∃ c, deriv τ c ≠ 0 := by
    by_contra hcon
    obtain ⟨x, y, hxy⟩ := hne
    exact hxy (is_const_of_deriv_eq_zero (fun z => (t1 z).differentiableAt)
      (fun z => not_not.1 fun hz => hcon ⟨z, hz⟩) x y)
  have gpos : ∀ x, 0 < exp (τ x) * φ x * ψ x := fun x =>
    mul_pos (mul_pos (exp_pos _) (φpos x)) (ψpos x)
  have cg : Continuous fun x => exp (τ x) * φ x * ψ x :=
    (hτ.continuous.rexp.mul hφ.continuous).mul hψ.continuous
  have ct : Continuous (deriv τ) := continuous_iff_continuousAt.2 fun x => (t2 x).continuousAt
  have hcL : c < c + L := by linarith
  have I := intervalIntegral.integral_pos hcL cg.continuousOn (fun x _ => (gpos x).le)
    ⟨c, ⟨le_refl c, hcL.le⟩, gpos c⟩
  have c2 : Continuous fun x => (deriv τ x) ^ 2 * (exp (τ x) * φ x * ψ x) :=
    (ct.pow 2).mul cg
  have J : 0 < ∫ x in c..(c + L), (deriv τ x) ^ 2 * (exp (τ x) * φ x * ψ x) :=
    intervalIntegral.integral_pos hcL c2.continuousOn
    (fun x _ => mul_nonneg (sq_nonneg _) (gpos x).le)
    ⟨c, ⟨le_refl c, hcL.le⟩, mul_pos (pow_pos (abs_pos.2 hc) 2 |>.trans_eq (sq_abs _)) (gpos c)⟩
  have key := energy_shift hτ hφ hψ pτ pφ pψ h₀ h c
  by_contra hE
  have hm := mul_nonneg (sub_nonneg.2 (not_lt.1 hE)) I.le
  linarith

end

end DroppedDoubleCommutator
```

```lean
#print axioms DroppedDoubleCommutator.double_commutator_eq
#print axioms DroppedDoubleCommutator.transcorrelated_expansion
#print axioms DroppedDoubleCommutator.ground_energy_lt
```

```
'DroppedDoubleCommutator.double_commutator_eq' depends on axioms: [propext, Classical.choice, Quot.sound]
'DroppedDoubleCommutator.transcorrelated_expansion' depends on axioms: [propext, Classical.choice, Quot.sound]
'DroppedDoubleCommutator.ground_energy_lt' depends on axioms: [propext, Classical.choice, Quot.sound]
```

## How the lemmas combine

`hasDerivAt_twice` supplies the derivatives, and `second_deriv_mul` and `second_deriv_exp` are the product and chain rules. `commutator_eq` and `double_commutator_eq` compute the commutators from their definition, and `transcorrelated_expansion` identifies what `truncated` leaves out.

`energy_shift` differentiates the Wronskian directly. Its `linear_combination` step inserts the two eigenvalue equations, which removes V, and the fundamental theorem of calculus with periodicity gives the integral identity. This needs no positivity. `ground_energy_lt` finds c, proves that the integrals `I` and `J` are positive, and concludes `E₀ < E`.

## Exact solutions, one coordinate

The hypotheses `h₀` and `h` are the eigenvalue equations at every point, `pτ`, `pφ` and `pψ` the periodicity, and `φpos` and `ψpos` the positivity that stands for "ground state". That a positive solution belongs to the lowest eigenvalue is a standard fact that the file does not prove. The existence of φ and ψ is assumed, and neither needs to be normalised.

V is an arbitrary function in the statement, but the equation for ψ forces V = E₀ + ψ''/(2ψ), which is continuous and periodic.

The inequality concerns exact solutions of the differential equations. A finite basis or a grid adds its own error, which can have either sign. In a finite basis the variational bound is lost because H + [H,τ] is not Hermitian for nonconstant τ; a grid need not give an upper bound even for a Hermitian operator.
